# Two different densities of states on finitely many levels that share moments 0 to n+1 exchange band stability at least n times as the chemical potential varies

Two structures can be compared at equal electron number or at equal chemical potential $\mu$. Here $\mu$ is fixed, and the more stable structure has the lower zero-temperature grand potential of independent electrons. Both structures use one finite list of distinct levels, the union of their spectra, with weight zero where a level is absent. Repulsion between ions and self-consistency are left out.

In Lean 4 with Mathlib:

```lean
import Mathlib

open Finset Polynomial

namespace MomentsStability

noncomputable section

variable {ι : Type*} [Fintype ι]
```

The finite type `ι` labels the levels.

```lean
/-- The `k`-th moment of a density of states with weights `w` on the levels `e`. -/
def moment (w e : ι → ℝ) (k : ℕ) : ℝ := ∑ i, w i * e i ^ k
```

A function `ι → ℝ` gives each level a real number: its weight $w_i$ or energy $e_i$. The moment is $m_k=\sum_i w_i e_i^k$. Weights may be negative, as differences of densities require.

```lean
/-- The band stabilisation at chemical potential `μ`: minus the zero-temperature grand potential
of independent electrons on levels `e` with weights `w`. -/
def bandStab (w e : ι → ℝ) (μ : ℝ) : ℝ := ∑ i, w i * max (μ - e i) 0
```

An occupied level of weight $w_i$ contributes $w_i(e_i-\mu)$ to the grand potential, so $D(\mu)=\sum_i w_i\max(\mu-e_i,0)$ is minus that potential. Larger $D$ means more stable.

```lean
/-- Along the increasing points `x` the function `f` is positive, negative, positive, and so on. -/
def Alternates {n : ℕ} (f : ℝ → ℝ) (x : Fin n → ℝ) : Prop :=
  StrictMono x ∧ ∀ i : Fin n, 0 < (-1 : ℝ) ^ (i : ℕ) * f (x i)
```

`Fin n` holds the indices $0,\dots,n-1$. The points increase (`StrictMono`), and $(-1)^i f(x_i)>0$.

```lean
/-- A single point where `f` is positive is an alternating sequence of length one. -/
theorem alternates_one {f : ℝ → ℝ} {a : ℝ} (ha : 0 < f a) :
    Alternates f (fun _ : Fin 1 => a) := by
  refine ⟨fun i j hij => ?_, fun i => ?_⟩
  · exact absurd hij (by rw [Subsingleton.elim i j]; exact lt_irrefl _)
  · rw [Subsingleton.elim i 0]
    simpa using ha
```

One positive value is a chain of length one.

```lean
/-- A point where `f` is positive can be put in front of an alternating sequence of `-f` that
lies to its right. -/
theorem Alternates.cons {n : ℕ} {f : ℝ → ℝ} {x : Fin (n + 1) → ℝ} {a : ℝ}
    (hx : Alternates (fun t => -f t) x) (ha : 0 < f a) (hlt : a < x 0) :
    Alternates f (Fin.cons a x : Fin (n + 2) → ℝ) := by
  refine ⟨fun i j hij => ?_, fun i => ?_⟩
  · cases i using Fin.cases with
    | zero =>
      cases j using Fin.cases with
      | zero => exact absurd hij (lt_irrefl _)
      | succ j => exact hlt.trans_le (hx.1.monotone (Fin.zero_le j))
    | succ i =>
      cases j using Fin.cases with
      | zero => exact absurd hij (Fin.not_lt_zero _)
      | succ j => exact hx.1 (Fin.succ_lt_succ_iff.1 hij)
  · cases i using Fin.cases with
    | zero => simpa using ha
    | succ i =>
      have := hx.2 i
      simp only [Fin.cons_succ, Fin.val_succ, pow_succ]
      linarith
```

`Fin.cons` puts $a$ in front. Every old index rises by one, and the extra sign turns a chain for $-f$ into one for $f$.

```lean
/-- If `f` is positive only to the right of some point and has no `m + 1` alternating points
starting with a positive value, then some nonzero polynomial of degree at most `m` has a product
with `f` that is nowhere negative. -/
theorem exists_sign_polynomial (m : ℕ) : ∀ (f : ℝ → ℝ) (a : ℝ), (∀ x, 0 < f x → a ≤ x) →
    (¬ ∃ x : Fin (m + 1) → ℝ, Alternates f x) →
    ∃ p : ℝ[X], p ≠ 0 ∧ p.natDegree ≤ m ∧ ∀ x, 0 ≤ f x * p.eval x := by
  induction m with
  | zero =>
    intro f a _ h
    refine ⟨-1, by simp, by simp, fun x => ?_⟩
    have hx : f x ≤ 0 := not_lt.1 fun hc => h ⟨_, alternates_one hc⟩
    simpa using hx
  | succ m ih =>
    intro f a ha h
    by_cases hA : ∃ x, 0 < f x
    · -- `c` is the place where `f` first becomes positive
      obtain ⟨c, hc⟩ : ∃ c, IsGLB {x | 0 < f x} c :=
        ⟨_, isGLB_csInf hA ⟨a, fun x hx => ha x hx⟩⟩
      have hleft : ∀ x, x < c → f x ≤ 0 := fun x hx =>
        not_lt.1 fun h' => absurd (hc.1 h') (not_le.2 hx)
      have hg : ∀ x, 0 < (if x ≤ c then -1 else -f x) → c ≤ x := by
        intro x hx
        by_contra h'
        rw [if_pos (not_le.1 h').le] at hx
        linarith
      have hno : ¬ ∃ x : Fin (m + 1) → ℝ,
          Alternates (fun x => if x ≤ c then -1 else -f x) x := by
        rintro ⟨x, hx⟩
        have h0 : c < x 0 := by
          by_contra h'
          have := hx.2 0
          norm_num [not_lt.1 h'] at this
        obtain ⟨b, hb, hbx⟩ := (isGLB_lt_iff hc).1 h0
        refine h ⟨_, Alternates.cons ⟨hx.1, fun i => ?_⟩ hb hbx⟩
        have hi : c < x i := h0.trans_le (hx.1.monotone (Fin.zero_le i))
        simpa only [if_neg (not_le.2 hi)] using hx.2 i
      obtain ⟨q, hq0, hqd, hq⟩ := ih _ c hg hno
      refine ⟨(X - C c) * (-q), mul_ne_zero (X_sub_C_ne_zero c) (neg_ne_zero.2 hq0), ?_, ?_⟩
      · refine natDegree_mul_le.trans ?_
        rw [natDegree_X_sub_C, natDegree_neg]
        omega
      · intro x
        have h1 := hq x
        simp only [eval_mul, eval_sub, eval_X, eval_C, eval_neg]
        rcases lt_trichotomy x c with hx | hx | hx
        · simp only [if_pos hx.le] at h1
          have := mul_nonneg (neg_nonneg.2 (hleft x hx))
            (mul_nonneg (sub_nonneg.2 hx.le) (by linarith : 0 ≤ -q.eval x))
          linarith
        · simp [hx]
        · simp only [if_neg (not_le.2 hx)] at h1
          have := mul_nonneg (sub_nonneg.2 hx.le) h1
          linarith
    · refine ⟨-1, by simp, by simp, fun x => ?_⟩
      have hx : f x ≤ 0 := not_lt.1 fun hc => hA ⟨x, hc⟩
      simpa using hx
```

The proof is by induction on $m$. If $f$ is never positive, take $p=-1$; this includes $m=0$. Otherwise, for the step to $m+1$, let $c=\inf\{x: f(x)>0\}$, and set $g=-1$ for $x\le c$ and $g=-f$ for $x>c$.

If $g$ had $m+1$ alternating points, all would lie right of $c$. A point with $f>0$ would lie before the first, and prepending it would give $f$ the forbidden $m+2$ points. So some nonzero $q$ of degree at most $m$ has $gq\ge0$. Take $p=-(x-c)q$. Right of $c$, $fp=(x-c)(-fq)\ge0$. Left of $c$, $f\le0$ and $q\le0$, so $p\le0$ and $fp\ge0$. At $c$, $p=0$.

```lean
/-- The band stabilisation is a continuous function of the chemical potential. -/
theorem continuous_bandStab (w e : ι → ℝ) : Continuous (bandStab w e) :=
  continuous_finsetSum _ fun _ _ => continuous_const.mul
    ((continuous_id.sub continuous_const).max continuous_const)
```

$D$ is a finite sum of continuous functions.

```lean
/-- On distinct levels, weights that are not all zero give a band stabilisation that is nonzero
at some chemical potential. -/
theorem exists_bandStab_ne_zero {w e : ι → ℝ} (he : Function.Injective e) (hw : w ≠ 0) :
    ∃ μ, bandStab w e μ ≠ 0 := by
  by_contra! hD
  refine hw (funext fun i => ?_)
  -- a step `h` shorter than the distance to every other level
  have hev : ∀ᶠ h in nhdsWithin (0 : ℝ) (Set.Ioi 0), ∀ j, j ≠ i → h < |e i - e j| := by
    refine Filter.eventually_all.2 fun j => ?_
    by_cases hj : j = i
    · exact Filter.Eventually.of_forall fun _ h => absurd hj h
    · have hp : 0 < |e i - e j| := abs_pos.2 (sub_ne_zero.2 fun h => hj (he h).symm)
      have hlt : ∀ᶠ h in nhdsWithin (0 : ℝ) (Set.Ioi 0), h < |e i - e j| :=
        nhdsWithin_le_nhds (Iio_mem_nhds hp)
      exact hlt.mono fun _ h _ => h
  obtain ⟨h, hj, hpos⟩ := (hev.and self_mem_nhdsWithin).exists
  have hpos' : 0 < h := hpos
  -- the second difference at `e i` sees only the kink of level `i`
  have key : bandStab w e (e i + h) + bandStab w e (e i - h) - 2 * bandStab w e (e i)
      = w i * h := by
    simp only [bandStab, Finset.mul_sum]
    rw [← Finset.sum_add_distrib, ← Finset.sum_sub_distrib, Finset.sum_eq_single i]
    · rw [max_eq_left (by linarith), max_eq_right (by linarith), max_eq_left (by linarith)]
      ring
    · intro j _ hji
      rcases lt_abs.1 (hj j hji) with h1 | h1
      · rw [max_eq_left (by linarith), max_eq_left (by linarith), max_eq_left (by linarith)]
        ring
      · rw [max_eq_right (by linarith), max_eq_right (by linarith), max_eq_right (by linarith)]
        ring
    · simp
  rw [hD, hD, hD] at key
  have : w i * h = 0 := by linarith
  exact (mul_eq_zero.1 this).resolve_right hpos'.ne'
```

For $h>0$ smaller than the distance from $e_i$ to every other level, only the kink at $e_i$ survives in the second difference:
$$D(e_i+h)+D(e_i-h)-2D(e_i)=w_ih.$$
If $D$ vanished everywhere, so would every weight.

```lean
/-- The `k`-th moment of the stabilisation by a single level `e`, taken over an interval `[a, b]`
that contains the level. -/
theorem level_integral {a b e : ℝ} (hae : a ≤ e) (heb : e ≤ b) (k : ℕ) :
    ∫ μ in a..b, max (μ - e) 0 * μ ^ k = b ^ (k + 2) / (k + 2) - e * b ^ (k + 1) / (k + 1)
      + e ^ (k + 2) / ((k + 1) * (k + 2)) := by
  have hc : Continuous fun μ : ℝ => max (μ - e) 0 * μ ^ k :=
    ((continuous_id.sub continuous_const).max continuous_const).mul (continuous_pow k)
  have h1 : ∫ μ in a..e, max (μ - e) 0 * μ ^ k = 0 := by
    rw [intervalIntegral.integral_congr (g := fun _ => (0 : ℝ))]
    · simp
    · intro μ hμ
      rw [Set.uIcc_of_le hae] at hμ
      show max (μ - e) 0 * μ ^ k = 0
      rw [max_eq_right (by linarith [hμ.2]), zero_mul]
  have hk1 : (k : ℝ) + 1 ≠ 0 := by positivity
  have hk2 : (k : ℝ) + 2 ≠ 0 := by positivity
  rw [← intervalIntegral.integral_add_adjacent_intervals (hc.intervalIntegrable a e)
    (hc.intervalIntegrable e b), h1, intervalIntegral.integral_eq_sub_of_hasDerivAt
    (f := fun x => x ^ (k + 2) / ((k : ℝ) + 2) - e * x ^ (k + 1) / ((k : ℝ) + 1)) ?_
    (hc.intervalIntegrable e b)]
  · field_simp
    ring
  · intro x hx
    rw [Set.uIcc_of_le heb] at hx
    refine (((hasDerivAt_pow (k + 2) x).div_const ((k : ℝ) + 2)).fun_sub
      (((hasDerivAt_pow (k + 1) x).const_mul e).div_const ((k : ℝ) + 1))).congr_deriv ?_
    have e2 : k + 2 - 1 = k + 1 := by omega
    rw [max_eq_left (by linarith [hx.1]), e2, Nat.add_sub_cancel]
    push_cast
    field_simp
    ring
```

The integrand is zero below $e$, which leaves
$$\int_e^b(\mu^{k+1}-e\mu^k)\,d\mu=\frac{b^{k+2}}{k+2}-\frac{e\,b^{k+1}}{k+1}+\frac{e^{k+2}}{(k+1)(k+2)}.$$

```lean
/-- If moments 0 and 1 vanish, the `k`-th moment of the band stabilisation, taken over an interval
containing all levels, is the moment `k + 2` of the weights over `(k + 1)(k + 2)`. -/
theorem integral_bandStab {w e : ι → ℝ} {a b : ℝ} (h0 : moment w e 0 = 0)
    (h1 : moment w e 1 = 0) (ha : ∀ i, a ≤ e i) (hb : ∀ i, e i ≤ b) (k : ℕ) :
    ∫ μ in a..b, bandStab w e μ * μ ^ k = moment w e (k + 2) / ((k + 1) * (k + 2)) := by
  have hc : ∀ i, Continuous fun μ : ℝ => w i * (max (μ - e i) 0 * μ ^ k) := fun i =>
    continuous_const.mul
      (((continuous_id.sub continuous_const).max continuous_const).mul (continuous_pow k))
  simp only [bandStab, Finset.sum_mul, mul_assoc]
  rw [intervalIntegral.integral_finsetSum fun i _ => (hc i).intervalIntegrable a b]
  simp only [intervalIntegral.integral_const_mul, level_integral (ha _) (hb _)]
  have split : ∑ i, w i * (b ^ (k + 2) / ((k : ℝ) + 2) - e i * b ^ (k + 1) / (k + 1)
      + e i ^ (k + 2) / ((k + 1) * (k + 2))) = moment w e 0 * (b ^ (k + 2) / (k + 2))
      - moment w e 1 * (b ^ (k + 1) / (k + 1)) + moment w e (k + 2) / ((k + 1) * (k + 2)) := by
    simp only [moment, Finset.sum_mul, Finset.sum_div]
    rw [← Finset.sum_sub_distrib, ← Finset.sum_add_distrib]
    exact Finset.sum_congr rfl fun i _ => by ring
  rw [split, h0, h1]
  ring
```

After summing with the weights, the terms in $b$ carry $m_0$ and $m_1$, which vanish. What remains is
$$\int_a^b D\,\mu^k\,d\mu=\frac{m_{k+2}}{(k+1)(k+2)}.$$

```lean
/-- For distinct levels and weights not all zero with vanishing moments 0 to `m + 2`, no nonzero
polynomial of degree at most `m` has a product with the band stabilisation that is nowhere negative.
-/
theorem no_sign_polynomial {w e : ι → ℝ} {m : ℕ} (he : Function.Injective e) (hw : w ≠ 0)
    (hm : ∀ k ≤ m + 2, moment w e k = 0) {p : ℝ[X]} (hp0 : p ≠ 0) (hpd : p.natDegree ≤ m) :
    ¬ ∀ x, 0 ≤ bandStab w e x * p.eval x := by
  intro hp
  have hD := continuous_bandStab w e
  have hz : ∀ x, bandStab w e x * p.eval x = 0 := by
    intro x
    by_contra hne
    have hpos := lt_of_le_of_ne (hp x) (Ne.symm hne)
    obtain ⟨R, hR⟩ : ∃ R, R = |x| + ∑ i, |e i| + 1 := ⟨_, rfl⟩
    have hs : 0 ≤ ∑ i, |e i| := Finset.sum_nonneg fun i _ => abs_nonneg _
    have hb : ∀ i, |e i| ≤ R := fun i => by
      have := Finset.single_le_sum (f := fun j => |e j|) (fun j _ => abs_nonneg (e j))
        (Finset.mem_univ i)
      linarith [abs_nonneg x]
    have hx : |x| ≤ R := by linarith
    -- orthogonality to every power up to the degree of `p`
    have hint : ∫ μ in (-R)..R, bandStab w e μ * p.eval μ = 0 := by
      have hsum : ∀ μ, bandStab w e μ * p.eval μ =
          ∑ k ∈ range (p.natDegree + 1), p.coeff k * (bandStab w e μ * μ ^ k) := fun μ => by
        rw [eval_eq_sum_range, Finset.mul_sum]
        exact Finset.sum_congr rfl fun k _ => by ring
      simp only [hsum]
      have hc : ∀ k : ℕ, Continuous fun μ : ℝ => p.coeff k * (bandStab w e μ * μ ^ k) :=
        fun k => continuous_const.mul (hD.mul (continuous_pow k))
      rw [intervalIntegral.integral_finsetSum fun k _ => (hc k).intervalIntegrable (-R) R]
      refine Finset.sum_eq_zero fun k hk => ?_
      have hk' := Finset.mem_range.1 hk
      rw [intervalIntegral.integral_const_mul, integral_bandStab (hm 0 (by omega))
        (hm 1 (by omega)) (fun i => (abs_le.1 (hb i)).1) (fun i => (abs_le.1 (hb i)).2),
        hm (k + 2) (by omega), zero_div, mul_zero]
    exact (intervalIntegral.integral_pos (by linarith [abs_nonneg x])
      (hD.mul p.continuous).continuousOn (fun y _ => hp y) ⟨x, abs_le.1 hx, hpos⟩).ne' hint
  -- so `p` vanishes on an open set
  obtain ⟨μ, hμ⟩ := exists_bandStab_ne_zero he hw
  have hinf : {x | bandStab w e x ≠ 0}.Infinite :=
    infinite_of_mem_nhds μ (hD.continuousAt.eventually_ne hμ)
  exact hp0 (eq_zero_of_infinite_isRoot p
    (hinf.mono fun x hx => (mul_eq_zero.1 (hz x)).resolve_left hx))
```

Suppose $Dp\ge0$ everywhere, with $p=\sum_k p_k\mu^k$ of degree at most $m$. Over any interval $[-R,R]$ containing the levels,
$$\int Dp\,d\mu=\sum_k \frac{p_k\,m_{k+2}}{(k+1)(k+2)}=0.$$
A continuous non-negative function with zero integral vanishes, so $Dp=0$ everywhere. But $D\ne0$ on some open interval, so $p$ has infinitely many roots and is zero, a contradiction.

```lean
/-- For distinct levels and weights not all zero whose moments 0 to `n` vanish, the band
stabilisation takes nonzero values of alternating sign at some `n` increasing points. -/
theorem exists_alternating {w e : ι → ℝ} {n : ℕ} (he : Function.Injective e) (hw : w ≠ 0)
    (hm : ∀ k ≤ n, moment w e k = 0) :
    ∃ x : Fin n → ℝ, Alternates (bandStab w e) x ∨ Alternates (fun μ => -bandStab w e μ) x := by
  rcases n with _ | _ | m
  · exact ⟨fun i => i.elim0, Or.inl ⟨fun i => i.elim0, fun i => i.elim0⟩⟩
  · obtain ⟨μ, hμ⟩ := exists_bandStab_ne_zero he hw
    rcases lt_or_gt_of_ne hμ with h | h
    · exact ⟨fun _ => μ, Or.inr (alternates_one (neg_pos.2 h))⟩
    · exact ⟨fun _ => μ, Or.inl (alternates_one h)⟩
  · -- below all levels the band stabilisation vanishes
    have hl : ∀ x, bandStab w e x ≠ 0 → -∑ i, |e i| ≤ x := by
      intro x hx
      by_contra hc
      refine hx (Finset.sum_eq_zero fun i _ => ?_)
      have := Finset.single_le_sum (f := fun j => |e j|) (fun j _ => abs_nonneg (e j))
        (Finset.mem_univ i)
      rw [max_eq_right (by linarith [neg_abs_le (e i), not_le.1 hc]), mul_zero]
    have hP : ∃ x : Fin (m + 1) → ℝ, Alternates (bandStab w e) x := by
      by_contra h
      obtain ⟨p, h0, hd, hp⟩ := exists_sign_polynomial m _ _ (fun x hx => hl x hx.ne') h
      exact no_sign_polynomial he hw hm h0 hd hp
    have hN : ∃ x : Fin (m + 1) → ℝ, Alternates (fun μ => -bandStab w e μ) x := by
      by_contra h
      obtain ⟨p, h0, hd, hp⟩ := exists_sign_polynomial m _ _
        (fun x hx => hl x (neg_pos.1 hx).ne) h
      refine no_sign_polynomial he hw hm (neg_ne_zero.2 h0) (by rwa [natDegree_neg]) fun x => ?_
      have := hp x
      rw [eval_neg]
      linarith
    obtain ⟨x, hx⟩ := hP
    obtain ⟨y, hy⟩ := hN
    -- the sequence that starts first lends its first point to the other
    have hx0 : 0 < bandStab w e (x 0) := by simpa using hx.2 0
    have hy0 : 0 < -bandStab w e (y 0) := by simpa using hy.2 0
    rcases lt_trichotomy (x 0) (y 0) with h | h | h
    · exact ⟨_, Or.inl (hy.cons hx0 h)⟩
    · rw [h] at hx0
      linarith
    · refine ⟨_, Or.inr (Alternates.cons (x := x) ?_ hy0 h)⟩
      simpa only [neg_neg] using hx
```

The hypotheses are distinct levels (`he`), weights not all zero (`hw`) and $m_0=\dots=m_n=0$ (`hm`). The "or" (`∨`) allows either starting sign.

For $n=0$ there is nothing to show; for $n=1$ one nonzero value suffices. For $n=m+2$, both $D$ and $-D$ have $m+1$ alternating points, since otherwise `exists_sign_polynomial` would contradict `no_sign_polynomial`. Their first points differ, because $D$ has opposite signs there. Prepending the earlier one to the other chain gives $n$ points.

Distinctness prevents complete cancellation: weights $1,-1$ on two levels at energy $0$ have all moments zero, yet $D=0$ everywhere.

```lean
/-- Two different densities of states on the same distinct levels that share moments 0 to `n + 1`
have equal grand potentials at `n` chemical potentials `y`, interlaced with increasing points `x`
at which the more stable structure alternates. -/
theorem stability_exchange {a b e : ι → ℝ} {n : ℕ} (he : Function.Injective e) (hab : a ≠ b)
    (hm : ∀ k ≤ n + 1, moment a e k = moment b e k) :
    ∃ (x : Fin (n + 1) → ℝ) (y : Fin n → ℝ), StrictMono x ∧ ∀ i : Fin n,
      x i.castSucc < y i ∧ y i < x i.succ ∧ bandStab a e (y i) = bandStab b e (y i) ∧
      (bandStab a e (x i.castSucc) - bandStab b e (x i.castSucc)) *
        (bandStab a e (x i.succ) - bandStab b e (x i.succ)) < 0 := by
  have hsub : ∀ μ, bandStab (a - b) e μ = bandStab a e μ - bandStab b e μ := fun μ => by
    simp only [bandStab, Pi.sub_apply, sub_mul, Finset.sum_sub_distrib]
  have hm' : ∀ k ≤ n + 1, moment (a - b) e k = 0 := fun k hk => by
    have := hm k hk
    simp only [moment] at this
    simp only [moment, Pi.sub_apply, sub_mul, Finset.sum_sub_distrib, this, sub_self]
  obtain ⟨x, hx⟩ := exists_alternating he (sub_ne_zero.2 hab) hm'
  have hmono : StrictMono x := hx.elim (fun h => h.1) (fun h => h.1)
  have hneg : ∀ (f : ℝ → ℝ), Alternates f x → ∀ i : Fin n,
      f (x i.castSucc) * f (x i.succ) < 0 := by
    intro f hf i
    have h := mul_pos (hf.2 i.castSucc) (hf.2 i.succ)
    have hs : (-1 : ℝ) ^ (i : ℕ) * (-1) ^ (i : ℕ) = 1 := by rw [← mul_pow]; simp
    simp only [Fin.val_castSucc, Fin.val_succ, pow_succ] at h
    linear_combination h - (f (x i.castSucc) * f (x i.succ)) * hs
  have hprod : ∀ i : Fin n,
      bandStab (a - b) e (x i.castSucc) * bandStab (a - b) e (x i.succ) < 0 := fun i => by
    rcases hx with h | h
    · exact hneg _ h i
    · simpa only [neg_mul_neg] using hneg _ h i
  -- the intermediate value theorem gives an exchange in each gap
  have hzero : ∀ i : Fin n, ∃ y, x i.castSucc < y ∧ y < x i.succ ∧ bandStab (a - b) e y = 0 := by
    intro i
    have hlt : x i.castSucc < x i.succ := hmono Fin.castSucc_lt_succ
    have hc := (continuous_bandStab (a - b) e).continuousOn (s := Set.Icc (x i.castSucc) (x i.succ))
    rcases mul_neg_iff.1 (hprod i) with h | h
    · obtain ⟨y, hy, h0⟩ := intermediate_value_Ioo' hlt.le hc ⟨h.2, h.1⟩
      exact ⟨y, hy.1, hy.2, h0⟩
    · obtain ⟨y, hy, h0⟩ := intermediate_value_Ioo hlt.le hc ⟨h.1, h.2⟩
      exact ⟨y, hy.1, hy.2, h0⟩
  choose y hy1 hy2 hy3 using hzero
  refine ⟨x, y, hmono, fun i => ⟨hy1 i, hy2 i, ?_, ?_⟩⟩
  · exact sub_eq_zero.1 ((hsub _).symm.trans (hy3 i))
  · simpa only [hsub] using hprod i

end

end MomentsStability
```

Apply the previous theorem to $a-b$, whose $D$ is $D_a-D_b$. It gives points $x_0<\dots<x_n$ at which this difference alternates in sign. The intermediate value theorem puts a $y_i$ with equal grand potentials between $x_i$ (`i.castSucc`) and $x_{i+1}$ (`i.succ`).

For example, on levels $0,1,2,3$ take $a=(1,0,3,0)$ and $b=(0,3,0,1)$. Both have moments $4,6,12$, so $n=1$. The difference $D_a-D_b$ is $1$ at $\mu=1$, $0$ at $\mu=3/2$ and $-1$ at $\mu=2$: $a$ is more stable first, then $b$.

For independent electrons on finitely many levels, a model whose grand potential depends only on $\mu$ and the shared moments gives both structures the same value at every $\mu$, so it misses these exchanges.

```lean
#print axioms MomentsStability.stability_exchange
```

```
'MomentsStability.stability_exchange' depends on axioms: [propext, Classical.choice, Quot.sound]
```
